# Above a sech-squared barrier, the closed-form reflection probability divided by the complex-turning-point result tends to one as ħ → 0

The scaled Schrödinger equation is $a^2\psi''+(k^2-v^2/\cosh^2x)\psi=0$, where $x$ is measured in units of the barrier's length scale $L$, $a=\hbar/L$, $k^2=2mE$ and $v^2=2mV_0$ for a particle of mass $m$ and energy $E$ meeting a barrier of height $V_0$. Energies above the barrier top correspond to $k>v>0$.

```lean
import Mathlib

open Filter Topology Set
open scoped Real

namespace SechBarrierReflection

noncomputable section

/-- Squared local momentum `k² - v² / cosh² z` for the sech-squared barrier, at complex position. -/
def momentumSq (k v : ℝ) (z : ℂ) : ℂ := (k : ℂ) ^ 2 - (v : ℂ) ^ 2 / Complex.cosh z ^ 2

/-- Action along the imaginary axis from the origin to the height `arccos (v / k)`. -/
def turningAction (k v : ℝ) : ℝ :=
  ∫ y in (0 : ℝ)..Real.arccos (v / k), Real.sqrt (k ^ 2 - v ^ 2 / Real.cos y ^ 2)

/-- Reflection probability of the complex-turning-point method, with `a` in the role of `ħ`. -/
def wkbReflection (k v a : ℝ) : ℝ := Real.exp (-(4 / a * turningAction k v))

/-- The barrier constant `C = cosh² (π √(v²/a² - 1/4))`, for `0 < a ≤ 2 v`. -/
def barrierC (v a : ℝ) : ℝ := Real.cosh (π * Real.sqrt (v ^ 2 / a ^ 2 - 1 / 4)) ^ 2

/-- Closed form `C / (sinh² (π k / a) + C)` of the exact reflection probability, for `0 < a ≤ 2 v`.
-/
def exactReflection (k v a : ℝ) : ℝ :=
  barrierC v a / (Real.sinh (π * k / a) ^ 2 + barrierC v a)

/-- On the imaginary axis the squared momentum is the real function `k² - v² / cos² y`. -/
theorem momentumSq_imaginary (k v y : ℝ) :
    momentumSq k v (y * Complex.I) = ((k ^ 2 - v ^ 2 / Real.cos y ^ 2 : ℝ) : ℂ) := by
  rw [momentumSq, Complex.cosh_mul_I]
  push_cast
  rfl

/-- Above the barrier, the momentum vanishes at the imaginary position `i arccos (v / k)`. -/
theorem complex_turning_point {k v : ℝ} (hv : 0 < v) (hk : v < k) :
    momentumSq k v (Real.arccos (v / k) * Complex.I) = 0 := by
  have hk0 : 0 < k := hv.trans hk
  have h0 : 0 < v / k := div_pos hv hk0
  have h1 : v / k < 1 := (div_lt_one hk0).2 hk
  rw [momentumSq_imaginary, Real.cos_arccos (by linarith) h1.le]
  have h : k ^ 2 - v ^ 2 / (v / k) ^ 2 = 0 := by
    have : v ^ 2 / (v / k) ^ 2 = k ^ 2 := by field_simp
    rw [this, sub_self]
  rw [h, Complex.ofReal_zero]

/-- Chain rule for the arcsine when `1 - f²` is the square of a positive number `q`. -/
theorem hasDerivAt_arcsin_comp {f : ℝ → ℝ} {f' y q : ℝ} (hf : HasDerivAt f f' y)
    (hq0 : 0 < q) (hq : 1 - f y ^ 2 = q ^ 2) :
    HasDerivAt (fun t => Real.arcsin (f t)) (f' / q) y := by
  have hp : 0 < q ^ 2 := pow_pos hq0 2
  have h1 : f y ≠ -1 := by
    intro h
    rw [h] at hq
    linarith
  have h2 : f y ≠ 1 := by
    intro h
    rw [h] at hq
    linarith
  have h := (Real.hasDerivAt_arcsin h1 h2).comp y hf
  rw [hq, Real.sqrt_sq hq0.le] at h
  exact h.congr_deriv (by ring)

/-- The action from the real axis to the complex turning point equals `π (k - v) / 2`. -/
theorem turningAction_eq {k v : ℝ} (hv : 0 < v) (hk : v < k) :
    turningAction k v = π * (k - v) / 2 := by
  have hk0 : 0 < k := hv.trans hk
  have hr0 : 0 < v / k := div_pos hv hk0
  have hr1 : v / k < 1 := (div_lt_one hk0).2 hk
  obtain ⟨b, hb, hb2⟩ : ∃ b : ℝ, 0 < b ∧ b ^ 2 = k ^ 2 - v ^ 2 := by
    have h : 0 < k ^ 2 - v ^ 2 := by nlinarith
    exact ⟨Real.sqrt (k ^ 2 - v ^ 2), Real.sqrt_pos.2 h, Real.sq_sqrt h.le⟩
  obtain ⟨θ, hθ⟩ : ∃ θ, θ = Real.arccos (v / k) := ⟨_, rfl⟩
  have hθ0 : 0 ≤ θ := hθ ▸ Real.arccos_nonneg _
  have hθπ : θ ≤ π := hθ ▸ Real.arccos_le_pi _
  have hcθ : Real.cos θ = v / k := by rw [hθ, Real.cos_arccos (by linarith) hr1.le]
  have hsθ : Real.sin θ = b / k := by
    refine (sq_eq_sq₀ (Real.sin_nonneg_of_nonneg_of_le_pi hθ0 hθπ) (by positivity)).1 ?_
    rw [Real.sin_sq, hcθ, div_pow, div_pow, hb2]
    field_simp
  have hc : ∀ y ∈ Icc 0 θ, Real.cos y ≠ 0 := by
    intro y hy
    have h := Real.cos_le_cos_of_nonneg_of_le_pi hy.1 hθπ hy.2
    rw [hcθ] at h
    exact (hr0.trans_le h).ne'
  -- the antiderivative is `k` times one arcsine minus `v` times another
  have hderiv : ∀ y ∈ Ioo 0 θ, HasDerivAt
      (fun t => k * Real.arcsin (k * Real.sin t / b)
        - v * Real.arcsin (v * (Real.sin t / Real.cos t) / b))
      (Real.sqrt (k ^ 2 - v ^ 2 / Real.cos y ^ 2)) y := by
    intro y hy
    have h := Real.cos_lt_cos_of_nonneg_of_le_pi hy.1.le hθπ hy.2
    rw [hcθ] at h
    have hcy : 0 < Real.cos y := hr0.trans h
    have hvc : v < Real.cos y * k := (div_lt_iff₀ hk0).1 h
    have hpos : 0 < k ^ 2 - v ^ 2 / Real.cos y ^ 2 := by
      rw [sub_pos, div_lt_iff₀ (pow_pos hcy 2)]
      nlinarith
    obtain ⟨W, hW⟩ : ∃ W, W = Real.sqrt (k ^ 2 - v ^ 2 / Real.cos y ^ 2) := ⟨_, rfl⟩
    have hW0 : 0 < W := hW ▸ Real.sqrt_pos.2 hpos
    have hW2 : W ^ 2 = k ^ 2 - v ^ 2 / Real.cos y ^ 2 := by rw [hW, Real.sq_sqrt hpos.le]
    rw [← hW]
    have hs := Real.sin_sq y
    have htan : HasDerivAt (fun t => Real.sin t / Real.cos t) (1 / Real.cos y ^ 2) y := by
      refine ((Real.hasDerivAt_sin y).fun_div (Real.hasDerivAt_cos y) hcy.ne').congr_deriv ?_
      congr 1
      linear_combination hs
    have d1 := hasDerivAt_arcsin_comp (q := Real.cos y * W / b)
      (((Real.hasDerivAt_sin y).const_mul k).div_const b) (by positivity) (by
        simp only [div_pow, mul_pow]
        rw [hW2, hs]
        field_simp
        linear_combination hb2)
    have d2 := hasDerivAt_arcsin_comp (q := W / b)
      ((htan.const_mul v).div_const b) (by positivity) (by
        simp only [div_pow, mul_pow]
        rw [hW2, hs]
        field_simp
        linear_combination Real.cos y ^ 2 * hb2)
    refine ((d1.const_mul k).fun_sub (d2.const_mul v)).congr_deriv ?_
    have e1 : k * Real.cos y / b / (Real.cos y * W / b) = k / W := by field_simp
    have e2 : v * (1 / Real.cos y ^ 2) / b / (W / b) = v / Real.cos y ^ 2 / W := by field_simp
    rw [e1, e2]
    calc k * (k / W) - v * (v / Real.cos y ^ 2 / W)
        = (k ^ 2 - v ^ 2 / Real.cos y ^ 2) / W := by ring
      _ = W := by rw [← hW2, sq, mul_div_assoc, div_self hW0.ne', mul_one]
  have g1 : Continuous fun y : ℝ => k * Real.sin y / b := by fun_prop
  have g2 : ContinuousOn (fun y : ℝ => v * (Real.sin y / Real.cos y) / b) (Icc 0 θ) :=
    (continuousOn_const.mul
      (Real.continuous_sin.continuousOn.div Real.continuous_cos.continuousOn hc)).div_const b
  have hcont : ContinuousOn (fun t => k * Real.arcsin (k * Real.sin t / b)
      - v * Real.arcsin (v * (Real.sin t / Real.cos t) / b)) (Icc 0 θ) :=
    (continuousOn_const.mul (Real.continuous_arcsin.comp_continuousOn g1.continuousOn)).sub
      (continuousOn_const.mul (Real.continuous_arcsin.comp_continuousOn g2))
  have hint : ContinuousOn (fun y => Real.sqrt (k ^ 2 - v ^ 2 / Real.cos y ^ 2)) (Icc 0 θ) :=
    Real.continuous_sqrt.comp_continuousOn (continuousOn_const.sub
      (continuousOn_const.div (Real.continuous_cos.continuousOn.pow 2)
        fun y hy => pow_ne_zero 2 (hc y hy)))
  rw [turningAction, ← hθ]
  refine (intervalIntegral.integral_eq_sub_of_hasDerivAt_of_le hθ0 hcont hderiv
    (hint.intervalIntegrable_of_Icc hθ0)).trans ?_
  -- both arcsines equal π/2 at the turning point
  have e1 : k * Real.sin θ / b = 1 := by rw [hsθ]; field_simp
  have e2 : v * (Real.sin θ / Real.cos θ) / b = 1 := by rw [hsθ, hcθ]; field_simp
  simp only [e1, e2, Real.arcsin_one, Real.sin_zero, zero_div, mul_zero, Real.arcsin_zero]
  ring

/-- The complex-turning-point reflection probability is `exp (-2π (k - v) / a)`. -/
theorem wkbReflection_eq {k v : ℝ} (hv : 0 < v) (hk : v < k) (a : ℝ) :
    wkbReflection k v a = Real.exp (-(2 * π * (k - v) / a)) := by
  rw [wkbReflection, turningAction_eq hv hk]
  congr 1
  ring

lemma tendsto_exp_neg_div {c : ℝ} (hc : 0 < c) :
    Tendsto (fun a : ℝ => Real.exp (-(c / a))) (𝓝[>] 0) (𝓝 0) := by
  have h : Tendsto (fun a : ℝ => c / a) (𝓝[>] 0) atTop := by
    simp only [div_eq_mul_inv]
    exact tendsto_inv_nhdsGT_zero.const_mul_atTop hc
  exact Real.tendsto_exp_neg_atTop_nhds_zero.comp h

/-- In the semiclassical limit the barrier constant `C` behaves as `exp (2π v / a) / 4`. -/
theorem barrierC_asymptotic {v : ℝ} (hv : 0 < v) :
    Tendsto (fun a => 4 * barrierC v a * Real.exp (-(2 * π * v / a))) (𝓝[>] 0) (𝓝 1) := by
  -- for 0 < a < 2 v, the shift 1/4 under the root lowers the root by at most a / (4 v)
  have hs : Tendsto (fun a => Real.sqrt (v ^ 2 / a ^ 2 - 1 / 4) - v / a) (𝓝[>] 0) (𝓝 0) := by
    have hl : Continuous fun a : ℝ => -(a / (4 * v)) := by fun_prop
    refine tendsto_of_tendsto_of_tendsto_of_le_of_le'
      ((hl.tendsto' 0 0 (by simp)).mono_left nhdsWithin_le_nhds) tendsto_const_nhds ?_ ?_
    · filter_upwards [Ioo_mem_nhdsGT (show (0 : ℝ) < 2 * v by linarith)] with a ha
      have ha0 : 0 < a := ha.1
      have hw0 : 0 < a / (4 * v) := by positivity
      have hw : a / (4 * v) ≤ 1 / 2 := by
        rw [div_le_iff₀ (by positivity)]
        linarith [ha.2]
      have huw : v / a * (a / (4 * v)) = 1 / 4 := by field_simp
      have h : (v / a - a / (4 * v)) ^ 2 ≤ v ^ 2 / a ^ 2 - 1 / 4 := by
        rw [← div_pow]
        nlinarith
      linarith [(le_abs_self _).trans (Real.abs_le_sqrt h)]
    · filter_upwards [self_mem_nhdsWithin] with a ha
      have ha0 : 0 < a := ha
      have h : Real.sqrt (v ^ 2 / a ^ 2 - 1 / 4) ≤ v / a :=
        Real.sqrt_le_iff.2 ⟨by positivity, by rw [div_pow]; linarith⟩
      linarith
  have h1 : Tendsto (fun a => Real.exp (π * (Real.sqrt (v ^ 2 / a ^ 2 - 1 / 4) - v / a)))
      (𝓝[>] 0) (𝓝 1) := by
    have h := (Real.continuous_exp.tendsto (π * 0)).comp (hs.const_mul π)
    rw [mul_zero, Real.exp_zero] at h
    exact h
  have h2 : Tendsto (fun a => Real.exp (-(π * (Real.sqrt (v ^ 2 / a ^ 2 - 1 / 4) + v / a))))
      (𝓝[>] 0) (𝓝 0) := by
    refine squeeze_zero (fun a => (Real.exp_pos _).le) (fun a => ?_)
      (tendsto_exp_neg_div (mul_pos Real.pi_pos hv))
    apply Real.exp_le_exp.2
    have h := mul_nonneg Real.pi_pos.le (Real.sqrt_nonneg (v ^ 2 / a ^ 2 - 1 / 4))
    have e : π * (Real.sqrt (v ^ 2 / a ^ 2 - 1 / 4) + v / a)
        = π * Real.sqrt (v ^ 2 / a ^ 2 - 1 / 4) + π * v / a := by ring
    linarith
  have h3 := (h1.add h2).pow 2
  rw [add_zero, one_pow] at h3
  refine h3.congr fun a => ?_
  rw [barrierC, Real.cosh_eq]
  generalize Real.sqrt (v ^ 2 / a ^ 2 - 1 / 4) = s
  have e1 : Real.exp (π * (s - v / a)) = Real.exp (π * s) * Real.exp (-(π * (v / a))) := by
    rw [← Real.exp_add]; congr 1; ring
  have e2 : Real.exp (-(π * (s + v / a)))
      = Real.exp (-(π * s)) * Real.exp (-(π * (v / a))) := by
    rw [← Real.exp_add]; congr 1; ring
  have e3 : Real.exp (-(2 * π * v / a))
      = Real.exp (-(π * (v / a))) * Real.exp (-(π * (v / a))) := by
    rw [← Real.exp_add]; congr 1; ring
  rw [e1, e2, e3]
  ring

lemma sinh_asymptotic {k : ℝ} (hk : 0 < k) :
    Tendsto (fun a => 4 * Real.sinh (π * k / a) ^ 2 * Real.exp (-(2 * π * k / a)))
      (𝓝[>] 0) (𝓝 1) := by
  have h := ((tendsto_exp_neg_div (c := 2 * π * k) (by positivity)).const_sub 1).pow 2
  rw [sub_zero, one_pow] at h
  refine h.congr fun a => ?_
  have e : Real.exp (-(2 * π * k / a))
      = Real.exp (-(π * k / a)) * Real.exp (-(π * k / a)) := by
    rw [← Real.exp_add]; congr 1; ring
  have e1 : Real.exp (π * k / a) * Real.exp (-(π * k / a)) = 1 := by
    rw [← Real.exp_add, add_neg_cancel, Real.exp_zero]
  rw [Real.sinh_eq, e]
  generalize Real.exp (π * k / a) = x at *
  generalize Real.exp (-(π * k / a)) = z at *
  have e2 : 4 * ((x - z) / 2) ^ 2 * (z * z) = (x * z - z * z) ^ 2 := by ring
  rw [e2, e1]

lemma reflection_ratio (k v a : ℝ) :
    exactReflection k v a / Real.exp (-(2 * π * (k - v) / a)) =
      4 * barrierC v a * Real.exp (-(2 * π * v / a)) /
        (4 * Real.sinh (π * k / a) ^ 2 * Real.exp (-(2 * π * k / a)) +
          4 * barrierC v a * Real.exp (-(2 * π * v / a)) *
            Real.exp (-(2 * π * (k - v) / a))) := by
  have e : Real.exp (-(2 * π * k / a))
      = Real.exp (-(2 * π * v / a)) * Real.exp (-(2 * π * (k - v) / a)) := by
    rw [← Real.exp_add]; congr 1; ring
  have hp := Real.exp_pos (-(2 * π * v / a))
  rw [e, exactReflection, div_div]
  generalize Real.exp (-(2 * π * v / a)) = p at *
  generalize Real.exp (-(2 * π * (k - v) / a)) = E
  generalize barrierC v a = C
  generalize Real.sinh (π * k / a) ^ 2 = S
  have e1 : 4 * S * (p * E) + 4 * C * p * E = (4 * p) * ((S + C) * E) := by ring
  have e2 : 4 * C * p = (4 * p) * C := by ring
  rw [e1, e2, mul_div_mul_left _ _ (by positivity)]

/-- Above the barrier, the ratio of the exact reflection probability to the
complex-turning-point result tends to one as `a → 0+`. -/
theorem exact_div_wkb_tendsto_one {k v : ℝ} (hv : 0 < v) (hk : v < k) :
    Tendsto (fun a => exactReflection k v a / wkbReflection k v a) (𝓝[>] 0) (𝓝 1) := by
  have hA := barrierC_asymptotic hv
  have hE := tendsto_exp_neg_div (c := 2 * π * (k - v))
    (mul_pos (by positivity) (sub_pos.2 hk))
  have h := hA.div ((sinh_asymptotic (hv.trans hk)).add (hA.mul hE)) (by norm_num)
  have e : (1 : ℝ) / (1 + 1 * 0) = 1 := by norm_num
  rw [e] at h
  refine h.congr fun a => ?_
  rw [wkbReflection_eq hv hk, reflection_ratio]
  rfl

/-- At the barrier top, `k = v`, the complex-turning-point expression equals one, while the exact
reflection probability tends to one half as `a → 0+`. -/
theorem barrier_top {v : ℝ} (hv : 0 < v) :
    (∀ a, wkbReflection v v a = 1) ∧
      Tendsto (fun a => exactReflection v v a) (𝓝[>] 0) (𝓝 (1 / 2)) := by
  constructor
  · intro a
    simp [wkbReflection, turningAction, div_self hv.ne']
  · have hA := barrierC_asymptotic hv
    have h := hA.div ((sinh_asymptotic hv).add hA) (by norm_num)
    have e : (1 : ℝ) / (1 + 1) = 1 / 2 := by norm_num
    rw [e] at h
    refine h.congr fun a => ?_
    have hr := reflection_ratio v v a
    have e0 : Real.exp (-(2 * π * (v - v) / a)) = 1 := by simp
    rw [e0, div_one, mul_one] at hr
    exact hr.symm

end

end SechBarrierReflection
```

```lean
#print axioms SechBarrierReflection.complex_turning_point
#print axioms SechBarrierReflection.exact_div_wkb_tendsto_one
#print axioms SechBarrierReflection.barrier_top
```

```
'SechBarrierReflection.complex_turning_point' depends on axioms: [propext, Classical.choice, Quot.sound]
'SechBarrierReflection.exact_div_wkb_tendsto_one' depends on axioms: [propext, Classical.choice, Quot.sound]
'SechBarrierReflection.barrier_top' depends on axioms: [propext, Classical.choice, Quot.sound]
```

## Two reflection probabilities

`momentumSq` is the squared local momentum at a complex position. `turningAction` is the integral

$$S=\int_0^{\theta}W(y)\,dy,\qquad W(y)=\sqrt{k^2-\frac{v^2}{\cos^2y}},\qquad \theta=\arccos\frac vk,$$

and `wkbReflection` is $e^{-4S/a}$. The factor 4 arises because the reflected amplitude carries the phase integral to the turning point and back, giving $e^{-2S/a}$, and the probability is its square.

`exactReflection` is

$$R=\frac{C}{\sinh^2(\pi k/a)+C},\qquad C=\cosh^2(\pi s),\qquad s=\sqrt{\frac{v^2}{a^2}-\frac14}.$$

Both the rule $e^{-4S/a}$ and this closed form enter as definitions; neither is derived from the differential equation. Lean's real square root returns 0 for negative arguments, so `barrierC` has its physical meaning only for $0<a\le2v$, which is enough for the limit.

The main theorem, `exact_div_wkb_tendsto_one`, says that for fixed $k>v>0$ the ratio of the two probabilities tends to 1. The filter `𝓝[>] 0` means that $a$ approaches zero through positive values. The theorem gives no error bound at finite $a$ and no uniformity in $k$.

For this one-dimensional, single-particle model, the result confirms both the exponent and the unit prefactor of over-barrier reflection, a quantum correction to the classical picture of certain transmission.

## The action up to the turning point

Since $\cosh(iy)=\cos y$, the squared momentum at $iy$ is $k^2-v^2/\cos^2y$, which vanishes at $y=\theta$. These are `momentumSq_imaginary` and `complex_turning_point`.

To evaluate $S$, set $b=\sqrt{k^2-v^2}$ and

$$F(y)=k\arcsin\frac{k\sin y}{b}-v\arcsin\frac{v\tan y}{b}.$$

For $0<y<\theta$,

$$1-\frac{k^2\sin^2y}{b^2}=\frac{k^2\cos^2y-v^2}{b^2}=\left(\frac{W\cos y}{b}\right)^2,$$

$$1-\frac{v^2\tan^2y}{b^2}=\frac{k^2-v^2/\cos^2y}{b^2}=\left(\frac Wb\right)^2.$$

The chain rule then gives

$$F'(y)=k\,\frac{k\cos y/b}{W\cos y/b}-v\,\frac{v/(b\cos^2y)}{W/b}=\frac{k^2-v^2/\cos^2y}{W}=W.$$

At the turning point $\sin\theta=b/k$ and $\tan\theta=b/v$, so both arcsines equal $\pi/2$. As $F(0)=0$, it follows that $S=\pi(k-v)/2$ and $e^{-4S/a}=e^{-2\pi(k-v)/a}$.

In `turningAction_eq`, the derivatives `d1` and `d2` come from `hasDerivAt_arcsin_comp`, whose hypothesis `hq` is in each case one of the two square identities above; `field_simp` and `linear_combination` verify them. The arcsine is not differentiable at 1, so the proof uses the form of the fundamental theorem of calculus that needs the derivative only on the open interval, with continuity of $F$ on the closed one and integrability of $W$. `wkbReflection_eq` inserts the value of $S$.

## The semiclassical limit

For $0<a<2v$, put $w=a/(4v)\le1/2$. Then

$$\left(\frac va-w\right)^2=\frac{v^2}{a^2}-\frac12+w^2\le s^2,$$

so $v/a-w\le s\le v/a$, and $s-v/a\to0$. Therefore

$$A:=4Ce^{-2\pi v/a}=\left(e^{\pi(s-v/a)}+e^{-\pi(s+v/a)}\right)^2\to1,$$

$$B:=4\sinh^2\!\left(\frac{\pi k}{a}\right)e^{-2\pi k/a}=\left(1-e^{-2\pi k/a}\right)^2\to1.$$

These limits are `barrierC_asymptotic`, which carries out the squeeze, and `sinh_asymptotic`. With $E_a=e^{-2\pi(k-v)/a}$, multiplying numerator and denominator of $R/E_a$ by $4e^{-2\pi v/a}$ gives the identity `reflection_ratio`:

$$\frac{R}{E_a}=\frac{A}{B+AE_a}.$$

For $k>v$, `tendsto_exp_neg_div` gives $E_a\to0$, so the ratio tends to $1/(1+0)=1$.

## At the barrier top

The strict inequality $k>v$ matters. At $k=v$ the integration interval shrinks to a point, so $S=0$ and the turning-point expression equals 1 for every $a$. The same identity with $E_a=1$ gives $R=A/(B+A)\to1/2$. `barrier_top` states both facts: there the turning-point expression is too large by a factor that tends to two.
